# The Schmidt rank of a tensor network state is at most D to the number of cut edges

A tensor network here consists of a finite set V of vertices, a finite set E of edges and one tensor at each vertex. Every edge e carries a bond index β(e) with D possible values, and every vertex v carries a local basis label s(v) from a set S(v). A bipartition is given by a set A of vertices, the other part being its complement. The number of elements of a finite set X is written |X|.

```lean
import Mathlib

open scoped Classical

noncomputable section

namespace GraphTensorNetwork

variable {V E : Type*} [Fintype V] [Fintype E] {S : V → Type*} {D : ℕ}
```

`V` and `E` are finite types, which can be read as finite sets. `S` assigns a type of local labels to each vertex, so different sites may have different local dimensions. `D` is a natural number, the same for all edges.

```lean
/-- The edges incident to the vertex `v`, where `ends e` is the pair of endpoints of `e`. -/
abbrev Incident (ends : E → Sym2 V) (v : V) := {e : E // v ∈ ends e}
```

The graph is a map `ends` that sends each edge to an unordered pair of vertices, an element of `Sym2 V`. Two edges may have the same endpoints, and the two endpoints of an edge may coincide, so parallel edges and loops are allowed. `Incident ends v` is the set of edges that have v as an endpoint. An element of such a subtype is an edge together with a proof that it is incident to v; `e.1` is the edge and `e.2` the proof.

```lean
/-- The amplitude of a product state `s`: the sum over all bond configurations of the product
of vertex tensors, each of which sees only its incident bonds and its local state. -/
def amplitude (ends : E → Sym2 V) (T : ∀ v, (Incident ends v → Fin D) → S v → ℂ)
    (s : ∀ v, S v) : ℂ :=
  ∑ β : E → Fin D, ∏ v, T v (fun e => β e.1) (s v)
```

The tensor T_v takes a value in `Fin D`, that is one of 0, …, D − 1, for each edge incident to v, and a local label. It returns a complex number. It cannot depend on any other bond, because its type gives it no access to one. The amplitude of the product basis state s is

ψ(s) = Σ_β Π_v T_v(β restricted to the edges at v, s(v)),

where β runs over all D^|E| bond configurations. A loop at v enters T_v as a single argument, which is the usual trace over two equal indices. The vector ψ is not normalised and may be zero.

```lean
/-- The global state formed from a state of the region `A` and a state of its complement. -/
def join (A : Set V) (a : ∀ v : {v // v ∈ A}, S v.1) (b : ∀ v : {v // v ∉ A}, S v.1) :
    ∀ v, S v :=
  fun v => if h : v ∈ A then a ⟨v, h⟩ else b ⟨v, h⟩
```

A basis state a of the region A and a basis state b of the complement combine into a basis state of the whole system: use a on the vertices in A and b on the others.

```lean
/-- The amplitudes arranged as a matrix: rows are states of `A`, columns states of the
complement. -/
def amplitudeMatrix (ends : E → Sym2 V) (T : ∀ v, (Incident ends v → Fin D) → S v → ℂ)
    (A : Set V) : Matrix (∀ v : {v // v ∈ A}, S v.1) (∀ v : {v // v ∉ A}, S v.1) ℂ :=
  Matrix.of fun a b => amplitude ends T (join A a b)
```

This is the matrix M with entries

M(a, b) = ψ(a joined with b).

If the labels stand for orthonormal local bases and ψ is not zero, the rank of M is the Schmidt rank of the state across the bipartition. Normalising ψ multiplies M by a nonzero number and leaves the rank unchanged.

```lean
/-- An edge is cut if it has an endpoint in `A` and an endpoint outside `A`. -/
def IsCut (ends : E → Sym2 V) (A : Set V) (e : E) : Prop :=
  (∃ v ∈ ends e, v ∈ A) ∧ ∃ w ∈ ends e, w ∉ A
```

An edge is cut if one of its endpoints lies in A and one lies outside. A loop is never cut.

```lean
/-- The edges cut by the bipartition into `A` and its complement. -/
abbrev CutEdge (ends : E → Sym2 V) (A : Set V) := {e : E // IsCut ends A e}
```

`CutEdge ends A` is the set of cut edges, written C below. Parallel cut edges are counted separately.

```lean
omit [Fintype V] in
/-- On a vertex of `A` the joined state is the state of `A`. -/
theorem join_mem {A : Set V} (a : ∀ v : {v // v ∈ A}, S v.1)
    (b : ∀ v : {v // v ∉ A}, S v.1) {v : V} (h : v ∈ A) : join A a b v = a ⟨v, h⟩ :=
  dif_pos h
```

At a vertex of A, the joined state has the label given by a. This is the first branch of the definition of `join`.

```lean
omit [Fintype V] in
/-- On a vertex outside `A` the joined state is the state of the complement. -/
theorem join_not_mem {A : Set V} (a : ∀ v : {v // v ∈ A}, S v.1)
    (b : ∀ v : {v // v ∉ A}, S v.1) {v : V} (h : v ∉ A) : join A a b v = b ⟨v, h⟩ :=
  dif_neg h
```

At a vertex outside A, it has the label given by b.

## The upper bound

```lean
/-- The amplitude matrix is a product of two matrices contracted over the cut bonds only. -/
theorem amplitudeMatrix_factor (ends : E → Sym2 V)
    (T : ∀ v, (Incident ends v → Fin D) → S v → ℂ) (A : Set V) :
    ∃ (L : Matrix (∀ v : {v // v ∈ A}, S v.1) (CutEdge ends A → Fin D) ℂ)
      (R : Matrix (CutEdge ends A → Fin D) (∀ v : {v // v ∉ A}, S v.1) ℂ),
      amplitudeMatrix ends T A = L * R := by
  -- each factor sums over the uncut bonds on its own side
  refine ⟨Matrix.of fun a c =>
      ∑ x : {e : {e // ¬ IsCut ends A e} // ∃ v ∈ ends e.1, v ∈ A} → Fin D,
        ∏ v : {v // v ∈ A}, T v.1 (fun e => if h : IsCut ends A e.1 then c ⟨e.1, h⟩
          else x ⟨⟨e.1, h⟩, ⟨v.1, e.2, v.2⟩⟩) (a v),
    Matrix.of fun c b =>
      ∑ y : {e : {e // ¬ IsCut ends A e} // ¬ ∃ v ∈ ends e.1, v ∈ A} → Fin D,
        ∏ v : {v // v ∉ A}, T v.1 (fun e => if h : IsCut ends A e.1 then c ⟨e.1, h⟩
          else y ⟨⟨e.1, h⟩, fun hu => h ⟨hu, v.1, e.2, v.2⟩⟩) (b v), ?_⟩
  refine Matrix.ext fun a b => ?_
  simp only [amplitudeMatrix, Matrix.mul_apply, Matrix.of_apply, amplitude]
  -- separate the cut bonds from the others
  rw [← (Equiv.piEquivPiSubtypeProd (IsCut ends A) (fun _ => Fin D)).symm.sum_comp,
    Fintype.sum_prod_type]
  refine Finset.sum_congr rfl fun c _ => ?_
  -- separate the uncut bonds of the two sides
  rw [← (Equiv.piEquivPiSubtypeProd (fun e : {e // ¬ IsCut ends A e} =>
    ∃ v ∈ ends e.1, v ∈ A) (fun _ => Fin D)).symm.sum_comp,
    Fintype.sum_prod_type, Finset.sum_mul_sum]
  refine Finset.sum_congr rfl fun x _ => Finset.sum_congr rfl fun y _ => ?_
  rw [← Fintype.prod_subtype_mul_prod_subtype (fun v => v ∈ A)]
  refine congrArg₂ (· * ·) ?_ ?_
  · refine Finset.prod_congr rfl fun v _ => ?_
    rw [join_mem a b v.2]
    refine congrArg (fun f => T v.1 f (a v)) (funext fun e => ?_)
    have h' : ∃ u ∈ ends e.1, u ∈ A := ⟨v.1, e.2, v.2⟩
    by_cases h : IsCut ends A e.1
    · simp only [Equiv.piEquivPiSubtypeProd_symm_apply, dif_pos h]
    · simp only [Equiv.piEquivPiSubtypeProd_symm_apply, dif_neg h, dif_pos h']
  · refine Finset.prod_congr rfl fun v _ => ?_
    rw [join_not_mem a b v.2]
    refine congrArg (fun f => T v.1 f (b v)) (funext fun e => ?_)
    by_cases h : IsCut ends A e.1
    · simp only [Equiv.piEquivPiSubtypeProd_symm_apply, dif_pos h]
    · have h' : ¬ ∃ u ∈ ends e.1, u ∈ A := fun hu => h ⟨hu, v.1, e.2, v.2⟩
      simp only [Equiv.piEquivPiSubtypeProd_symm_apply, dif_neg h, dif_neg h']
```

The theorem says that M = L R for some matrices L and R whose common inner index is a configuration c of the cut bonds alone. By hand, sort the edges into three classes:

- C, the cut edges;
- P, the uncut edges with an endpoint in A;
- Q, the remaining edges, which have no endpoint in A.

A bond configuration β is then the same thing as a triple (c, x, y) of configurations on C, P and Q. A vertex in A has incident edges only in C and P. A vertex outside A has incident edges only in C and Q, because an edge that touched both it and A would be cut. At fixed c, the vertices in A therefore depend on x only and the others on y only, and the sum factorises:

M(a, b) = Σ_c [Σ_x Π_{v ∈ A} T_v(c, x; a(v))] · [Σ_y Π_{v ∉ A} T_v(c, y; b(v))].

The first bracket is L(a, c), the second is R(c, b), and the sum over c is matrix multiplication.

The Lean proof first writes down these two brackets as the required matrices. Each use of `Equiv.piEquivPiSubtypeProd` splits a configuration into two parts according to a property of the edges: first cut or uncut, then touching A or not. `Finset.sum_mul_sum` turns the product of the two brackets into a double sum over x and y, and `Fintype.prod_subtype_mul_prod_subtype` splits the product over vertices into the two regions. What remains is to check, vertex by vertex, that each tensor receives the same bond values on both sides. `by_cases` does this separately for cut and uncut edges.

```lean
/-- For any vertex bipartition the rank of the amplitude matrix is at most the bond dimension
to the power of the number of cut edges. -/
theorem rank_amplitudeMatrix_le [∀ v, Fintype (S v)] (ends : E → Sym2 V)
    (T : ∀ v, (Incident ends v → Fin D) → S v → ℂ) (A : Set V) :
    (amplitudeMatrix ends T A).rank ≤ D ^ Fintype.card (CutEdge ends A) := by
  obtain ⟨L, R, h⟩ := amplitudeMatrix_factor ends T A
  rw [h]
  refine (Matrix.rank_mul_le_left L R).trans (L.rank_le_card_width.trans_eq ?_)
  rw [Fintype.card_fun, Fintype.card_fin]
```

For every graph, every choice of tensors and every region A,

rank M ≤ D^|C|.

The local label sets are now assumed finite. The argument has two steps. The rank of a product is at most the rank of its left factor, and the rank of L is at most its number of columns:

rank(L R) ≤ rank L ≤ D^|C|.

These are `Matrix.rank_mul_le_left` and `rank_le_card_width`. The last line of the proof counts the functions from C to `Fin D`.

For matrix product states and projected entangled pair states on finitely many sites, this limits the entanglement that an exactly contracted network can carry: a normalised state of Schmidt rank r has entanglement entropy at most log r, so here the entropy is at most |C| log D.

## A network that attains the bound

```lean
/-- The local state space of a site that records the values of all its incident bonds. -/
abbrev BondSpace (ends : E → Sym2 V) (D : ℕ) (v : V) := Incident ends v → Fin D
```

To show that the exponent is right for every graph, choose a local space large enough to record everything that arrives at the site. A local label at v is now a list of values, one for each incident edge, so the local dimension is D to the number of edges at v.

```lean
/-- The copy tensor: one if the local state equals the incident bond values, zero otherwise. -/
def copyTensor (ends : E → Sym2 V) (D : ℕ) (v : V) (f : Incident ends v → Fin D)
    (s : BondSpace ends D v) : ℂ :=
  if s = f then 1 else 0
```

The copy tensor is 1 if the recorded values equal the incident bond values, and 0 otherwise. It is the identity map from incident bond values to local labels, and should not be confused with the tensor, often also called a copy tensor, that forces all its indices to be equal. It does not refer to any region A.

```lean
/-- The copy network has amplitude one on a state read off from a single bond configuration. -/
theorem copy_amplitude_eq_one (ends : E → Sym2 V) (β : E → Fin D) :
    amplitude ends (copyTensor ends D) (fun _ e => β e.1) = 1 := by
  unfold amplitude
  rw [Finset.sum_eq_single β]
  · exact Finset.prod_eq_one fun v _ => if_pos rfl
  · intro β' _ hne
    obtain ⟨e, he⟩ := Function.ne_iff.mp hne
    have hv : (ends e).out.1 ∈ ends e := Sym2.out_fst_mem _
    exact Finset.prod_eq_zero (Finset.mem_univ (ends e).out.1)
      (if_neg fun h => he (congrFun h ⟨e, hv⟩).symm)
  · intro h
    exact absurd (Finset.mem_univ _) h
```

Suppose that every site records the values of one bond configuration β. Then ψ = 1. In the sum over configurations, the term β contributes 1, since every tensor matches. Any other β′ differs from β on some edge e, and the tensor at an endpoint of e is then 0. `Finset.sum_eq_single β` reduces the sum to the single term, and `(ends e).out.1` picks an endpoint of e.

Different configurations β give different basis states, since every edge has an endpoint that records its value, so there are D^|E| such states. Every other basis state has amplitude 0, because the term β of the sum is nonzero only if all sites record the values of β. For D > 0 the normalised state therefore has amplitude D^(−|E|/2) on each of the D^|E| states.

```lean
/-- The copy network has amplitude zero if two sites disagree on the value of a shared edge. -/
theorem copy_amplitude_eq_zero (ends : E → Sym2 V) (s : ∀ v, BondSpace ends D v)
    {v w : V} {e : E} (hv : v ∈ ends e) (hw : w ∈ ends e)
    (h : s v ⟨e, hv⟩ ≠ s w ⟨e, hw⟩) : amplitude ends (copyTensor ends D) s = 0 := by
  unfold amplitude
  refine Finset.sum_eq_zero fun β _ => ?_
  by_cases h1 : s v = fun e => β e.1
  · have h2 : s w ≠ fun e => β e.1 := fun h2 =>
      h ((congrFun h1 ⟨e, hv⟩).trans (congrFun h2 ⟨e, hw⟩).symm)
    exact Finset.prod_eq_zero (Finset.mem_univ w) (if_neg h2)
  · exact Finset.prod_eq_zero (Finset.mem_univ v) (if_neg h1)
```

Suppose instead that two endpoints v and w of an edge e record different values for e. No bond configuration can match both, so each term of the sum has a vanishing factor and ψ = 0. The proof asks for each β whether v matches it. If so, the factor at w vanishes; if not, the factor at v does.

```lean
/-- Selecting rows and columns of a matrix does not increase its rank. -/
theorem rank_select_le {m n p q : Type*} [Fintype m] [Fintype n] [Fintype p] [Fintype q]
    (M : Matrix m n ℂ) (r : p → m) (k : q → n) : (M.submatrix r k).rank ≤ M.rank := by
  have h : M.submatrix r k =
      (1 : Matrix m m ℂ).submatrix r id * M * (1 : Matrix n n ℂ).submatrix id k := by
    refine Matrix.ext fun i j => ?_
    simp [Matrix.mul_apply, Matrix.one_apply]
  rw [h]
  exact (Matrix.rank_mul_le_left _ _).trans (Matrix.rank_mul_le_right _ _)
```

Choosing rows and columns of a matrix, possibly with repetition, does not raise its rank. The selected matrix can be written as P M Q, where P and Q are made of rows and columns of identity matrices, and multiplication on either side cannot increase the rank.

```lean
/-- On every graph and for every bipartition, the copy network of positive bond dimension
attains the rank bound. -/
theorem rank_copy_network (ends : E → Sym2 V) (A : Set V) (hD : 0 < D) :
    (amplitudeMatrix ends (copyTensor ends D) A).rank =
      D ^ Fintype.card (CutEdge ends A) := by
  refine le_antisymm (rank_amplitudeMatrix_le ends _ A) ?_
  -- extend a configuration of the cut bonds by zero to all bonds
  let fill : (CutEdge ends A → Fin D) → E → Fin D :=
    fun c e => if h : IsCut ends A e then c ⟨e, h⟩ else ⟨0, hD⟩
  let r : (CutEdge ends A → Fin D) → ∀ v : {v // v ∈ A}, BondSpace ends D v.1 :=
    fun c _ e => fill c e.1
  let k : (CutEdge ends A → Fin D) → ∀ v : {v // v ∉ A}, BondSpace ends D v.1 :=
    fun c _ e => fill c e.1
  -- the selected rows and columns form an identity matrix
  have hid : (amplitudeMatrix ends (copyTensor ends D) A).submatrix r k = 1 := by
    refine Matrix.ext fun c c' => ?_
    rw [Matrix.one_apply]
    change amplitude ends (copyTensor ends D) (join A (r c) (k c')) = _
    split_ifs with hc
    · subst hc
      have hj : join A (r c) (k c) = fun _ e => fill c e.1 := by
        funext v
        by_cases h : v ∈ A
        · exact join_mem (r c) (k c) h
        · exact join_not_mem (r c) (k c) h
      rw [hj]
      exact copy_amplitude_eq_one ends (fill c)
    · obtain ⟨e, he⟩ := Function.ne_iff.mp hc
      obtain ⟨⟨v, hv, hvA⟩, w, hw, hwA⟩ := e.2
      refine copy_amplitude_eq_zero ends _ hv hw ?_
      rw [join_mem (r c) (k c') hvA, join_not_mem (r c) (k c') hwA]
      have hf : ∀ c, fill c e.1 = c e := fun c => dif_pos e.2
      change fill c e.1 ≠ fill c' e.1
      rw [hf, hf]
      exact he
  have hr := rank_select_le (amplitudeMatrix ends (copyTensor ends D) A) r k
  rw [hid, Matrix.rank_one, Fintype.card_fun, Fintype.card_fin] at hr
  exact hr

end GraphTensorNetwork
```

For D > 0 the copy network satisfies

rank M = D^|C|

for every region A. The upper bound is the previous theorem. For the lower bound, take a configuration c of the cut bonds and extend it to all bonds by the value 0 on the uncut ones; this is `fill c`. Let r(c) be the state of A in which each site records these values, and k(c) the corresponding state of the complement. Now compare two configurations c and c′:

- If c = c′, the joined state of r(c) and k(c) is read off from the single bond configuration `fill c`, so its amplitude is 1.
- If c ≠ c′, they differ on some cut edge e. Its endpoint in A records c(e) and its endpoint outside records c′(e), so the amplitude is 0.

The selected rows and columns thus form an identity matrix of size D^|C|:

M(r(c), k(c′)) = 1 if c = c′, and 0 otherwise.

In the proof this is `hid`, and `split_ifs` separates the two cases. Since the rank of a selection is at most the rank of M, the lower bound follows.

Positivity of D provides the value 0 used in the extension. The equality also relies on the large local spaces: with fewer local states, M may have fewer than D^|C| rows or columns, and the bound is then not reached.

## The smallest cases

With two vertices, one edge between them and A containing one of the vertices, the amplitude matrix is

M(a, b) = Σ_i T_1(i, a) T_2(i, b), with i = 0, …, D − 1,

and its rank is at most D. The copy network on this graph is, after normalisation, the maximally entangled state with D Schmidt coefficients equal to 1/√D. If no edge is cut, the bound is D^0 = 1, and a nonzero state is a product across the bipartition.

## Another way to model the graph

The edges could have been taken from Mathlib's `SimpleGraph`, which has neither loops nor parallel edges. The statement would then be a special case of the present one. A double bond between two sites could then not be entered directly. One could merge it into one edge of dimension D², which in general differs from the D of the other edges, or subdivide one of the two edges by an extra vertex with a single local label and an identity tensor. The map `ends` needs neither device.

## Unequal bond dimensions

The same argument works when each edge e has its own dimension D_e. The inner index c then has one value for each choice of cut-bond values, and the bound becomes

rank M ≤ Π_{e ∈ C} D_e.

This version, like the entropy bound above, is argued here on paper and is not among the Lean theorems.

```lean
#print axioms GraphTensorNetwork.rank_amplitudeMatrix_le
#print axioms GraphTensorNetwork.rank_copy_network
```

```
'GraphTensorNetwork.rank_amplitudeMatrix_le' depends on axioms: [propext, Classical.choice, Quot.sound]
'GraphTensorNetwork.rank_copy_network' depends on axioms: [propext, Classical.choice, Quot.sound]
```
